# The block BFGS update is positive definite and maps $S$ to $Y$ when $B$ and $S^TY$ are symmetric positive definite

## Curvature from several steps

A geometry optimisation moves the nuclei on a potential energy surface $E(q)$, where $q\in\mathbb{R}^n$ collects the coordinates, and evaluates the gradient $g=\nabla E$ at each point. A quasi-Newton method keeps a model $B$ of the Hessian and steps along $p=-B^{-1}g$. If $B$ is symmetric positive definite and $g\neq0$, then $g^Tp=-g^TB^{-1}g<0$ and the step points downhill.

Suppose $m$ displacements $s_j$ have been made, with gradient changes $y_j$, and put them as columns into $n\times m$ matrices $S$ and $Y$. On a quadratic surface with Hessian $H$ one has $y_j=Hs_j$, that is $HS=Y$. The question is whether $B$ can be changed into a $B_+$ that reproduces all $m$ pairs at once, $B_+S=Y$, and stays positive definite.

## The update and the curvature condition

Write $M=S^TY$ and $N=S^TBS$, both $m\times m$. The block BFGS update is

$$B_+=B-BS\,N^{-1}S^TB+Y M^{-1}Y^T .$$

Assume that $B$ and $M$ are symmetric positive definite. Then $N$ is invertible, and $B_+$ is symmetric, positive definite and satisfies $B_+S=Y$.

The condition on $M$ says two things. Symmetry, $s_i^Ty_j=s_j^Ty_i$, is what one symmetric Hessian shared by all the pairs would give; positivity says that the data show upward curvature along every combination of the steps, which on a quadratic surface is literally $z^TMz=(Sz)^TH(Sz)>0$ for $z\neq0$. On a harmonic surface with positive definite Hessian $H$, the matrix $M=S^THS$ has both properties when the steps are independent. If $H$ has zero modes, as an overall translation is in Cartesian coordinates, positivity fails whenever some nonzero combination of the steps lies along such a mode. On an anharmonic surface the symmetry generally fails for $m\ge2$, so the result applies to geometry or orbital optimisation only when the stored pairs meet this condition.

## Invertibility and the secant equation

If $Sz=0$ for $z\in\mathbb{R}^m$, then $z^TMz=(Sz)^T(Yz)=0$, and positivity of $M$ forces $z=0$. The steps are therefore independent. For $z\neq0$ this gives $z^TNz=(Sz)^TB(Sz)>0$, and $N^T=S^TB^TS=N$, so $N$ is positive definite and invertible.

Symmetry of $M$ reads $Y^TS=S^TY=M$. Multiplying the update by $S$,

$$B_+S=BS-BS\,N^{-1}N+YM^{-1}M=BS-BS+Y=Y .$$

## Two congruences and positivity

Define $P=I-SN^{-1}S^TB$ and $W=M^{-1}Y^T$. The inverses of the symmetric matrices $N$ and $M$ are symmetric, so $P^T=I-BSN^{-1}S^T$ and $W^T=YM^{-1}$. Expanding,

$$P^TBP=B-2\,BSN^{-1}S^TB+BSN^{-1}(S^TBS)N^{-1}S^TB=B-BSN^{-1}S^TB,$$

$$W^TMW=YM^{-1}MM^{-1}Y^T=YM^{-1}Y^T .$$

Hence $B_+=P^TBP+W^TMW$, a sum of two symmetric matrices, and for $x\in\mathbb{R}^n$

$$x^TB_+x=(Px)^TB(Px)+(Wx)^TM(Wx).$$

Take $x\neq0$. If $Px\neq0$, the first term is positive and the second is not negative. If $Px=0$, then $x=Sz$ with $z=N^{-1}S^TBx$, and $z\neq0$ because $x\neq0$. In that case $Wx=M^{-1}Y^TSz=z$, so the first term vanishes and the second is $z^TMz>0$.

## Necessity of the condition on $S^TY$

Let the steps be independent and let $A$ be any symmetric positive definite matrix with $AS=Y$. Then $S^TY=S^TAS$, which is positive definite by the argument used for $N$. Conversely, if $S^TY$ is positive definite, the update of $B=I$ is such an $A$. For independent steps, then, data whose $S^TY$ is asymmetric or indefinite are matched exactly by no positive definite Hessian model.

## One step, and one coordinate

For $m=1$, with a single pair $s$, $y$, both $M$ and $N$ are numbers, symmetry is automatic, and the hypothesis on $M$ is $s^Ty>0$. The update becomes the ordinary BFGS formula

$$B_+=B-\frac{Bss^TB}{s^TBs}+\frac{yy^T}{s^Ty}.$$

If also $n=1$ and $B=b>0$, the first two terms cancel and $B_+=y/s$, the slope of the gradient's secant. These two reductions are read off from the formula and do not appear as theorems in the file.

## The Lean file

```lean
import Mathlib

open Matrix

namespace BlockBFGS

noncomputable section

variable {n m : Type*} [Fintype n] [Fintype m] [DecidableEq n] [DecidableEq m]

/-- The block BFGS update of the Hessian approximation `B`; the columns of `S` are the steps
and the columns of `Y` the gradient changes. -/
def blockBFGS (B : Matrix n n ℝ) (S Y : Matrix n m ℝ) : Matrix n n ℝ :=
  B - B * S * (Sᵀ * B * S)⁻¹ * Sᵀ * B + Y * (Sᵀ * Y)⁻¹ * Yᵀ

/-- The matrix `P = I - S (SᵀBS)⁻¹ SᵀB`. -/
def secantComplement (B : Matrix n n ℝ) (S : Matrix n m ℝ) : Matrix n n ℝ :=
  1 - S * (Sᵀ * B * S)⁻¹ * Sᵀ * B

/-- The matrix `W = (SᵀY)⁻¹ Yᵀ`. -/
def secantCoeff (S Y : Matrix n m ℝ) : Matrix m n ℝ :=
  (Sᵀ * Y)⁻¹ * Yᵀ

/-- A real matrix is positive definite exactly when it is symmetric and `xᵀAx > 0` for every
nonzero `x`. -/
theorem posDef_iff {k : Type*} [Fintype k] (A : Matrix k k ℝ) :
    A.PosDef ↔ Aᵀ = A ∧ ∀ x : k → ℝ, x ≠ 0 → 0 < x ⬝ᵥ A *ᵥ x := by
  rw [Matrix.posDef_iff_dotProduct_mulVec]
  constructor
  · rintro ⟨h1, h2⟩
    refine ⟨?_, ?_⟩
    · have h := h1.eq
      rwa [conjTranspose_eq_transpose_of_trivial] at h
    · intro x hx
      simpa using @h2 x hx
  · rintro ⟨h1, h2⟩
    refine ⟨?_, ?_⟩
    · show Aᴴ = A
      rwa [conjTranspose_eq_transpose_of_trivial]
    · intro x hx
      simpa using h2 x hx

/-- The quadratic form of `PᵀAP` at `x` is the quadratic form of `A` at `Px`. -/
theorem quad_congr {k l : Type*} [Fintype k] [Fintype l] (P : Matrix k l ℝ) (A : Matrix k k ℝ)
    (x : l → ℝ) : x ⬝ᵥ (Pᵀ * A * P) *ᵥ x = (P *ᵥ x) ⬝ᵥ A *ᵥ (P *ᵥ x) := by
  rw [← mulVec_mulVec, ← mulVec_mulVec, dotProduct_mulVec, vecMul_transpose]

/-- If `A` is symmetric, so is `PᵀAP`. -/
theorem congr_symm {k l : Type*} [Fintype k] (P : Matrix k l ℝ) {A : Matrix k k ℝ}
    (hA : Aᵀ = A) : (Pᵀ * A * P)ᵀ = Pᵀ * A * P := by
  rw [transpose_mul, transpose_mul, transpose_transpose, hA, Matrix.mul_assoc]

/-- If the curvature matrix `SᵀY` is positive definite, the steps are linearly independent:
`Sz = 0` forces `z = 0`. -/
theorem steps_independent {k l : Type*} [Fintype k] [Fintype l] {S Y : Matrix k l ℝ}
    (hM : (Sᵀ * Y).PosDef) (z : l → ℝ) (hS : S *ᵥ z = 0) : z = 0 := by
  by_contra hz
  have h := ((posDef_iff _).1 hM).2 z hz
  -- zᵀ SᵀY z = (Sz)ᵀ (Yz) = 0
  rw [← mulVec_mulVec, dotProduct_mulVec, vecMul_transpose, hS, zero_dotProduct] at h
  exact lt_irrefl _ h

/-- For positive definite `A` and linearly independent steps, `SᵀAS` is positive definite. -/
theorem gram_posDef {k l : Type*} [Fintype k] [Fintype l] {A : Matrix k k ℝ}
    {S : Matrix k l ℝ} (hA : A.PosDef) (hS : ∀ z, S *ᵥ z = 0 → z = 0) :
    (Sᵀ * A * S).PosDef := by
  obtain ⟨hAt, hAp⟩ := (posDef_iff _).1 hA
  refine (posDef_iff _).2 ⟨congr_symm S hAt, ?_⟩
  intro z hz
  rw [quad_congr]
  exact hAp _ (fun h => hz (hS z h))

omit [DecidableEq n] in
/-- Multisecant equation: if `SᵀBS` is invertible and `SᵀY` is symmetric and invertible, the
block BFGS update maps `S` to `Y`. -/
theorem blockBFGS_mul_steps {B : Matrix n n ℝ} {S Y : Matrix n m ℝ}
    (hN : IsUnit (Sᵀ * B * S).det) (hM : IsUnit (Sᵀ * Y).det) (hsym : (Sᵀ * Y)ᵀ = Sᵀ * Y) :
    blockBFGS B S Y * S = Y := by
  have hYS : Yᵀ * S = Sᵀ * Y := by
    rwa [transpose_mul, transpose_transpose] at hsym
  have e : blockBFGS B S Y * S =
      B * S - B * S * ((Sᵀ * B * S)⁻¹ * (Sᵀ * B * S)) + Y * ((Sᵀ * Y)⁻¹ * (Yᵀ * S)) := by
    simp only [blockBFGS, Matrix.add_mul, Matrix.sub_mul, Matrix.mul_assoc]
  rw [e, hYS, nonsing_inv_mul _ hN, nonsing_inv_mul _ hM]
  simp

/-- For symmetric `B`, invertible `SᵀBS` and symmetric invertible `SᵀY`, the update equals
`PᵀBP + Wᵀ(SᵀY)W`. -/
theorem blockBFGS_eq_congr {B : Matrix n n ℝ} {S Y : Matrix n m ℝ} (hB : Bᵀ = B)
    (hN : IsUnit (Sᵀ * B * S).det) (hM : IsUnit (Sᵀ * Y).det) (hsym : (Sᵀ * Y)ᵀ = Sᵀ * Y) :
    blockBFGS B S Y = (secantComplement B S)ᵀ * B * secantComplement B S
      + (secantCoeff S Y)ᵀ * (Sᵀ * Y) * secantCoeff S Y := by
  have hK := nonsing_inv_mul _ hN
  have hL := nonsing_inv_mul _ hM
  have hKt : (Sᵀ * B * S)⁻¹ᵀ = (Sᵀ * B * S)⁻¹ := by
    rw [transpose_nonsing_inv, congr_symm S hB]
  have hLt : (Sᵀ * Y)⁻¹ᵀ = (Sᵀ * Y)⁻¹ := by
    rw [transpose_nonsing_inv, hsym]
  unfold blockBFGS secantComplement secantCoeff
  generalize (Sᵀ * B * S)⁻¹ = K at hK hKt ⊢
  generalize (Sᵀ * Y)⁻¹ = L at hL hLt ⊢
  -- the two inverses cancel inside longer products
  have hcK : ∀ X : Matrix m n ℝ, K * (Sᵀ * (B * (S * X))) = X := by
    intro X
    calc K * (Sᵀ * (B * (S * X))) = (K * (Sᵀ * B * S)) * X := by simp only [Matrix.mul_assoc]
      _ = X := by rw [hK, Matrix.one_mul]
  have hcL : ∀ X : Matrix m n ℝ, L * (Sᵀ * (Y * X)) = X := by
    intro X
    calc L * (Sᵀ * (Y * X)) = (L * (Sᵀ * Y)) * X := by simp only [Matrix.mul_assoc]
      _ = X := by rw [hL, Matrix.one_mul]
  simp only [transpose_sub, transpose_one, transpose_mul, transpose_transpose, hB, hKt, hLt,
    Matrix.mul_sub, Matrix.sub_mul, Matrix.mul_one, Matrix.one_mul, Matrix.mul_assoc, hcK, hcL]
  abel

/-- Block BFGS: if `B` and `SᵀY` are symmetric positive definite, then `SᵀBS` is invertible and
the update is symmetric, positive definite and maps `S` to `Y`. -/
theorem blockBFGS_posDef_secant {B : Matrix n n ℝ} {S Y : Matrix n m ℝ}
    (hB : B.PosDef) (hM : (Sᵀ * Y).PosDef) :
    IsUnit (Sᵀ * B * S) ∧ (blockBFGS B S Y)ᵀ = blockBFGS B S Y ∧
      (blockBFGS B S Y).PosDef ∧ blockBFGS B S Y * S = Y := by
  have hG := gram_posDef hB (steps_independent hM)
  have hN : IsUnit (Sᵀ * B * S).det := (Matrix.isUnit_iff_isUnit_det _).1 hG.isUnit
  have hMd : IsUnit (Sᵀ * Y).det := (Matrix.isUnit_iff_isUnit_det _).1 hM.isUnit
  obtain ⟨hBt, hBp⟩ := (posDef_iff _).1 hB
  obtain ⟨hMt, hMp⟩ := (posDef_iff _).1 hM
  have hYS : Yᵀ * S = Sᵀ * Y := by
    rwa [transpose_mul, transpose_transpose] at hMt
  have hs : (blockBFGS B S Y)ᵀ = blockBFGS B S Y := by
    rw [blockBFGS_eq_congr hBt hN hMd hMt, transpose_add, congr_symm _ hBt, congr_symm _ hMt]
  refine ⟨hG.isUnit, hs, (posDef_iff _).2 ⟨hs, ?_⟩, blockBFGS_mul_steps hN hMd hMt⟩
  intro x hx
  rw [blockBFGS_eq_congr hBt hN hMd hMt, add_mulVec, dotProduct_add, quad_congr, quad_congr]
  by_cases h : secantComplement B S *ᵥ x = 0
  · -- x lies in the span of the steps, x = S z, and then W x = z
    obtain ⟨z, hz⟩ : ∃ z, S *ᵥ z = x := by
      refine ⟨((Sᵀ * B * S)⁻¹ * Sᵀ * B) *ᵥ x, ?_⟩
      rw [secantComplement, sub_mulVec, one_mulVec, sub_eq_zero] at h
      rw [mulVec_mulVec, ← Matrix.mul_assoc, ← Matrix.mul_assoc]
      exact h.symm
    have hW : secantCoeff S Y *ᵥ x = z := by
      rw [← hz, mulVec_mulVec, secantCoeff, Matrix.mul_assoc, hYS, nonsing_inv_mul _ hMd,
        one_mulVec]
    have hz0 : z ≠ 0 := by
      intro hz0
      apply hx
      rw [← hz, hz0, mulVec_zero]
    rw [h, hW, zero_dotProduct, zero_add]
    exact hMp z hz0
  · -- the first term is positive, the second nonnegative
    have h1 := hBp _ h
    by_cases hw : secantCoeff S Y *ᵥ x = 0
    · rw [hw, zero_dotProduct, add_zero]
      exact h1
    · exact add_pos h1 (hMp _ hw)

/-- For linearly independent steps, a symmetric positive definite `A` with `AS = Y` exists if
and only if `SᵀY` is symmetric positive definite. -/
theorem exists_posDef_secant_iff {S Y : Matrix n m ℝ} (hS : ∀ z, S *ᵥ z = 0 → z = 0) :
    (∃ A : Matrix n n ℝ, A.PosDef ∧ A * S = Y) ↔ (Sᵀ * Y).PosDef := by
  constructor
  · rintro ⟨A, hA, hAS⟩
    have h := gram_posDef hA hS
    rwa [Matrix.mul_assoc, hAS] at h
  · intro hM
    -- the update of the identity matrix does it
    have h := blockBFGS_posDef_secant (B := 1) Matrix.PosDef.one hM
    exact ⟨_, h.2.2.1, h.2.2.2⟩

/-- Two steps in three dimensions. -/
def witnessS : Matrix (Fin 3) (Fin 2) ℝ := !![1, 0; 1, 1; 0, 1]

/-- Two gradient changes in three dimensions. -/
def witnessY : Matrix (Fin 3) (Fin 2) ℝ := !![2, 0; 1, 1; 0, 3]

/-- With `B = I` and the steps and gradient changes above, `B` and `SᵀY` are positive definite
while `BS ≠ Y`. -/
theorem blockBFGS_witness : (1 : Matrix (Fin 3) (Fin 3) ℝ).PosDef ∧
    (witnessSᵀ * witnessY).PosDef ∧ (1 : Matrix (Fin 3) (Fin 3) ℝ) * witnessS ≠ witnessY := by
  have h : witnessSᵀ * witnessY = !![3, 1; 1, 4] := by
    ext i j
    fin_cases i <;> fin_cases j <;>
      simp [witnessS, witnessY, Matrix.mul_apply, Fin.sum_univ_succ] <;> norm_num
  refine ⟨Matrix.PosDef.one, ?_, ?_⟩
  · rw [h, posDef_iff]
    refine ⟨?_, ?_⟩
    · ext i j
      fin_cases i <;> fin_cases j <;> simp
    · intro x hx
      have e : x ⬝ᵥ (!![3, 1; 1, 4] : Matrix (Fin 2) (Fin 2) ℝ) *ᵥ x
          = 3 * x 0 ^ 2 + 2 * x 0 * x 1 + 4 * x 1 ^ 2 := by
        simp [dotProduct, Matrix.mulVec, Fin.sum_univ_two]
        ring
      rw [e]
      by_cases h0 : x 0 = 0
      · have h1 : x 1 ≠ 0 := by
          intro h1
          apply hx
          ext i
          fin_cases i <;> simp [h0, h1]
        have : 0 < x 1 ^ 2 := by positivity
        nlinarith [sq_nonneg (x 0 + x 1), sq_nonneg (x 0)]
      · have : 0 < x 0 ^ 2 := by positivity
        nlinarith [sq_nonneg (x 0 + x 1), sq_nonneg (x 1)]
  · rw [Matrix.one_mul]
    intro he
    have h00 := congrFun (congrFun he 0) 0
    norm_num [witnessS, witnessY] at h00

end

end BlockBFGS
```

```lean
#print axioms BlockBFGS.blockBFGS_posDef_secant
#print axioms BlockBFGS.exists_posDef_secant_iff
```

```
'BlockBFGS.blockBFGS_posDef_secant' depends on axioms: [propext, Classical.choice, Quot.sound]
'BlockBFGS.exists_posDef_secant_iff' depends on axioms: [propext, Classical.choice, Quot.sound]
```

## How the Lean objects match the physics

The types `n` and `m` are arbitrary finite index sets, for the coordinates and for the stored pairs. `B : Matrix n n ℝ` is the Hessian model, and `S Y : Matrix n m ℝ` hold steps and gradient changes as columns. `blockBFGS B S Y` is $B_+$, `secantComplement B S` is $P$ and `secantCoeff S Y` is $W$. A vector is a function such as `x : n → ℝ`, and `x ⬝ᵥ A *ᵥ x` is $x^TAx$.

The main theorem `blockBFGS_posDef_secant` assumes `B.PosDef` and `(Sᵀ * Y).PosDef`. Mathlib's `PosDef` includes symmetry, so no separate hypothesis states it. The conclusions are `IsUnit (Sᵀ * B * S)`, meaning that $N$ is invertible, then symmetry, positive definiteness and `blockBFGS B S Y * S = Y`. Mathlib's inverse of a singular matrix is zero, so the definition accepts any input, but under the hypotheses both inverses are genuine.

No energy function enters: $S$ and $Y$ are arbitrary matrices, and the curvature condition is assumed, not derived from a surface or a line search. The statement concerns a single update in exact real arithmetic and finite dimension. Convergence of a BFGS iteration, the update of $B^{-1}$, and any sense in which $B_+$ is closest to $B$ are not treated.

`exists_posDef_secant_iff` is the equivalence above, with independence written as `∀ z, S *ᵥ z = 0 → z = 0`. `blockBFGS_witness` takes $n=3$, $m=2$, $B=I$, columns $s_0=(1,1,0)$, $s_1=(0,1,1)$, $y_0=(2,1,0)$, $y_1=(0,1,3)$, and shows that $B$ and $S^TY$ are positive definite while $BS\neq Y$, so the update has something to change.

## Lemmas on quadratic forms

`posDef_iff` restates `PosDef` for real matrices as $A^T=A$ together with $x^TAx>0$ for $x\neq0$, the form used everywhere else. `quad_congr` is $x^T(P^TAP)x=(Px)^TA(Px)$ for a rectangular $P$, and `congr_symm` says that $P^TAP$ is symmetric when $A$ is. `steps_independent` rewrites $z^TMz$ as $(Sz)^T(Yz)$ and reaches $0<0$. `gram_posDef` combines the first three lemmas to show that $S^TAS$ is positive definite for independent steps; it serves both for $N$ and for the necessity argument.

## The two matrix identities

`blockBFGS_mul_steps` regroups $B_+S$ in the step `e` so that $N^{-1}N$ and $M^{-1}(Y^TS)$ stand as factors, replaces $Y^TS$ by $S^TY$ through `hYS`, and cancels both. It needs only invertibility of $N$ and $M$ and symmetry of $M$, not positivity.

`blockBFGS_eq_congr` first records symmetry of the inverses as `hKt` and `hLt`, then renames them `K` and `L` by `generalize`. Since `simp` brackets all products to the right, the cancellations $N^{-1}N=I$ and $M^{-1}M=I$ are restated in that shape as `hcK` and `hcL`. After expansion, `abel` collects $B-2T+T=B-T$ with $T=BSN^{-1}S^TB$.

## The case split on $Px$

The main theorem obtains `hG`, positive definiteness of $N$, and from it invertibility; `hs` is symmetry through the congruence form. It then splits on `secantComplement B S *ᵥ x = 0`. In the first branch it supplies $z=N^{-1}S^TBx$, proves $Wx=z$ as `hW` and $z\neq0$ as `hz0`, and applies positivity of $M$. In the second branch `h1` is positivity of the first term, and a further split on $Wx=0$ makes the second term either zero or positive.

For the witness, $S^TY=\begin{pmatrix}3&1\\1&4\end{pmatrix}$ is computed entry by entry. Its form $3x_0^2+2x_0x_1+4x_1^2$ equals $(x_0+x_1)^2+2x_0^2+3x_1^2$, which matches the squares given to `nlinarith`. The entry $(0,0)$ is $1$ in $BS$ and $2$ in $Y$.
